# The Aharonov–Vaidman decomposition, and why the partner state has at least the same variance

A Lanczos calculation begins by applying the Hamiltonian to a normalised start vector, subtracting the mean energy times that vector, and normalising what is left to obtain the second basis vector. The length removed by that normalisation is the energy uncertainty of the start vector. If it is not zero, the second vector has an energy variance at least as large as the first.

The same holds for any observable A and any normalised state ψ with standard deviation σ > 0, provided that A can be applied to ψ repeatedly, as it always can when A is a finite matrix. There is a normalised state φ orthogonal to ψ, often written ψ⊥, such that

Aψ = ⟨A⟩ψ + σφ,

and the variance of A in φ is at least σ². For Lanczos this describes the first step only, without rounding.

## States, observables and moments

The states are vectors in a complex inner-product space `E`, of finite or infinite dimension and not necessarily complete. The observable is a linear map `A` from `E` to itself. The inner product ⟨x, y⟩, written `inner ℂ x y`, is conjugate-linear in x and linear in y.

For an unbounded observable, `E` can be a domain that A maps into itself. Whether the physical state lies in such a domain has to be checked separately for a real Hamiltonian.

```lean
import Mathlib

open scoped ComplexConjugate

namespace AharonovVaidman

noncomputable section

variable {E : Type*} [NormedAddCommGroup E] [InnerProductSpace ℂ E]
variable {A : E →ₗ[ℂ] E} {ψ φ : E}
```

The expectation value is defined as a real number, the real part of ⟨ψ, Aψ⟩:

⟨A⟩ = Re⟨ψ, Aψ⟩.

There is no division by ⟨ψ, ψ⟩, so it has its physical meaning for unit vectors, and the theorems about variances assume ‖ψ‖ = 1.

```lean
/-- The expectation value of a symmetric operator `A` in the unit state `ψ`, as the real part of
`⟨ψ, A ψ⟩`. -/
def mean (A : E →ₗ[ℂ] E) (ψ : E) : ℝ := (inner ℂ ψ (A ψ)).re
```

The variance is the mean of the square minus the square of the mean,

Var_ψ = ⟨A²⟩ − ⟨A⟩²,

where A² is the map applied twice, `A ∘ₗ A`.

```lean
/-- The variance `⟨A²⟩ - ⟨A⟩²` of a symmetric operator `A` in the unit state `ψ`. -/
def variance (A : E →ₗ[ℂ] E) (ψ : E) : ℝ := mean (A ∘ₗ A) ψ - mean A ψ ^ 2
```

The standard deviation is σ = √Var_ψ.

```lean
/-- The standard deviation of a symmetric operator `A` in the unit state `ψ`, the square root of the
variance. -/
def stdDev (A : E →ₗ[ℂ] E) (ψ : E) : ℝ := √(variance A ψ)
```

## The variance as a squared length

Lengths and overlaps are related by

⟨x, x⟩ = ‖x‖².

The left side is a complex number in Lean and the right side a real one, so the lemma states the equality in ℂ.

```lean
/-- The overlap of a vector with itself is its squared norm. -/
theorem inner_self_norm (x : E) : inner ℂ x x = ((‖x‖ ^ 2 : ℝ) : ℂ) :=
  (inner_self_eq_norm_sq_to_K (𝕜 := ℂ) x).trans (Complex.ofReal_pow _ _).symm
```

The observable is assumed symmetric, `A.IsSymmetric`, which means ⟨Ax, y⟩ = ⟨x, Ay⟩ for all x and y in `E`. Writing * for complex conjugation, we have

⟨ψ, Aψ⟩* = ⟨Aψ, ψ⟩ = ⟨ψ, Aψ⟩.

A number equal to its own conjugate is real, so taking the real part in the definition of the mean has discarded nothing.

```lean
/-- For a symmetric operator `⟨ψ, A ψ⟩` is real and equals `mean A ψ`, which is the expectation
value when `ψ` is a unit vector. -/
theorem inner_apply_self (hA : A.IsSymmetric) (ψ : E) :
    inner ℂ ψ (A ψ) = (mean A ψ : ℂ) := by
  have h : conj (inner ℂ ψ (A ψ)) = inner ℂ ψ (A ψ) := by
    rw [inner_conj_symm]
    exact hA ψ ψ
  exact (Complex.conj_eq_iff_re.mp h).symm
```

Now put m = ⟨A⟩ and expand the squared length of the deviation vector (A − m)ψ. Since m is real and ⟨ψ, ψ⟩ = 1,

‖(A − m)ψ‖² = ⟨Aψ, Aψ⟩ − m⟨Aψ, ψ⟩ − m⟨ψ, Aψ⟩ + m²
= ⟨ψ, A²ψ⟩ − m² − m² + m²
= ⟨ψ, A²ψ⟩ − m².

The right side is the variance. In the proof, `key` is this expansion as a complex equation: `simp only` applies linearity and symmetry, and `ring` collects the terms. Taking real parts then gives the statement about `variance`.

```lean
/-- For a symmetric operator and a unit state, the variance is the squared length of
`(A - ⟨A⟩) ψ`. -/
theorem variance_eq_norm_sq (hA : A.IsSymmetric) (hψ : ‖ψ‖ = 1) :
    variance A ψ = ‖A ψ - (mean A ψ : ℂ) • ψ‖ ^ 2 := by
  have h1 : inner ℂ ψ ψ = (1 : ℂ) := by rw [inner_self_norm, hψ]; norm_num
  have key : inner ℂ (A ψ - (mean A ψ : ℂ) • ψ) (A ψ - (mean A ψ : ℂ) • ψ)
      = inner ℂ ψ (A (A ψ)) - (mean A ψ : ℂ) ^ 2 := by
    simp only [inner_sub_left, inner_sub_right, inner_smul_left, inner_smul_right,
      Complex.conj_ofReal, hA ψ (A ψ), hA ψ ψ, inner_apply_self hA ψ, h1]
    ring
  have hre := congrArg Complex.re key
  rw [inner_self_norm, Complex.ofReal_re, ← Complex.ofReal_pow, Complex.sub_re,
    Complex.ofReal_re] at hre
  exact hre.symm
```

## Reading the mean and variance from the coefficients

Suppose that ψ and φ are orthonormal and that a decomposition

Aψ = aψ + sφ

is given, with complex a and s. Taking the overlap with ψ gives

⟨ψ, Aψ⟩ = a⟨ψ, ψ⟩ + s⟨ψ, φ⟩ = a,

so a is the mean, and in particular real. What remains is (A − a)ψ = sφ, whose squared length is |s|². Hence

a = ⟨A⟩ and Var_ψ = |s|².

The phase of s is left free, because φ may be multiplied by any phase factor. The decomposition in the main theorem takes s = σ, real and positive. The Lean proof takes the same two steps, with `ha` for the first.

```lean
/-- If `A` is symmetric, `ψ` and `φ` are orthonormal and `A ψ = a ψ + s φ`, then `a` is the
expectation value and `|s|²` the variance of `A` in `ψ`. -/
theorem coefficients_of_decomposition (hA : A.IsSymmetric) (hψ : ‖ψ‖ = 1) (hφ : ‖φ‖ = 1)
    (horth : inner ℂ ψ φ = 0) {a s : ℂ} (hdec : A ψ = a • ψ + s • φ) :
    a = (mean A ψ : ℂ) ∧ variance A ψ = ‖s‖ ^ 2 := by
  have h1 : inner ℂ ψ ψ = (1 : ℂ) := by rw [inner_self_norm, hψ]; norm_num
  have ha : a = (mean A ψ : ℂ) := by
    rw [← inner_apply_self hA ψ, hdec, inner_add_right, inner_smul_right, inner_smul_right,
      h1, horth, mul_one, mul_zero, add_zero]
  refine ⟨ha, ?_⟩
  rw [variance_eq_norm_sq hA hψ, ← ha, hdec, add_sub_cancel_left, norm_smul, hφ, mul_one]
```

## An identity for the variance of the partner

Keep the same orthonormal pair and the same decomposition. Write ⟨A⟩_φ for the mean in φ and let

u = Aφ − ⟨A⟩_φ φ

be the deviation vector of φ. By the previous results, ‖u‖² = Var_φ. Symmetry fixes the component of u along ψ:

⟨ψ, u⟩ = ⟨ψ, Aφ⟩ − ⟨A⟩_φ⟨ψ, φ⟩
= ⟨Aψ, φ⟩
= a*⟨ψ, φ⟩ + s*⟨φ, φ⟩
= s*.

The amplitude with which A takes ψ to φ therefore returns, conjugated, as the amplitude from φ to ψ. Removing this component from u leaves

‖u − s*ψ‖² = ‖u‖² − s*⟨u, ψ⟩ − s⟨ψ, u⟩ + |s|²
= ‖u‖² − |s|² − |s|² + |s|²
= ‖u‖² − |s|².

With |s|² = Var_ψ this becomes

Var_φ = Var_ψ + ‖Aφ − ⟨A⟩_φ φ − s*ψ‖².

The last vector is the part of Aφ orthogonal to both ψ and φ. In the Lanczos setting its length is the next off-diagonal element of the tridiagonal matrix.

In the Lean proof, `hu` is the overlap ⟨ψ, u⟩ = s*. The `generalize` step then replaces the deviation vector by a single letter `u`, since the rest of the argument needs only its overlap with ψ. The equation `key` is the Pythagorean expansion, and `linarith` rearranges its real form.

```lean
/-- If `A` is symmetric, `ψ` and `φ` are orthonormal and `A ψ = a ψ + s φ`, the variance in `φ`
exceeds that in `ψ` by the squared length of the part of `A φ` outside the span of both. -/
theorem variance_partner (hA : A.IsSymmetric) (hψ : ‖ψ‖ = 1) (hφ : ‖φ‖ = 1)
    (horth : inner ℂ ψ φ = 0) {a s : ℂ} (hdec : A ψ = a • ψ + s • φ) :
    variance A φ
      = variance A ψ + ‖A φ - (mean A φ : ℂ) • φ - conj s • ψ‖ ^ 2 := by
  have h1 : inner ℂ ψ ψ = (1 : ℂ) := by rw [inner_self_norm, hψ]; norm_num
  have h2 : inner ℂ φ φ = (1 : ℂ) := by rw [inner_self_norm, hφ]; norm_num
  -- symmetry carries the amplitude from `ψ` to `φ` back to `ψ`
  have hu : inner ℂ ψ (A φ - (mean A φ : ℂ) • φ) = conj s := by
    rw [inner_sub_right, inner_smul_right, ← hA ψ φ, hdec, inner_add_left, inner_smul_left,
      inner_smul_left, horth, h2, mul_zero, mul_zero, mul_one, zero_add, sub_zero]
  rw [(coefficients_of_decomposition hA hψ hφ horth hdec).2, variance_eq_norm_sq hA hφ]
  generalize A φ - (mean A φ : ℂ) • φ = u at hu ⊢
  have hu' : inner ℂ u ψ = s := by
    rw [← inner_conj_symm, hu, Complex.conj_conj]
  have hs : s * conj s = ((‖s‖ ^ 2 : ℝ) : ℂ) := by
    rw [Complex.mul_conj, Complex.normSq_eq_norm_sq]
  -- Pythagoras: remove from `u` its component along `ψ`
  have key : inner ℂ (u - conj s • ψ) (u - conj s • ψ)
      = inner ℂ u u - ((‖s‖ ^ 2 : ℝ) : ℂ) := by
    simp only [inner_sub_left, inner_sub_right, inner_smul_left, inner_smul_right,
      Complex.conj_conj, hu, hu', h1]
    linear_combination -hs
  rw [inner_self_norm, inner_self_norm] at key
  have hreal : ‖u - conj s • ψ‖ ^ 2 = ‖u‖ ^ 2 - ‖s‖ ^ 2 := by exact_mod_cast key
  linarith
```

## Constructing the partner state

For σ > 0, define φ as the normalised deviation vector,

φ = (Aψ − ⟨A⟩ψ)/σ.

It has unit length because σ = ‖Aψ − ⟨A⟩ψ‖. It is orthogonal to ψ because

⟨ψ, φ⟩ = (⟨ψ, Aψ⟩ − ⟨A⟩)/σ = 0.

Multiplying the definition by σ and moving the mean to the other side gives Aψ = ⟨A⟩ψ + σφ. The identity for the partner, with a = ⟨A⟩ and s = σ, then gives

Var_φ = σ² + (a squared length) ≥ σ².

The hypothesis σ > 0 says that ψ is not an eigenstate of A. For an eigenstate the deviation vector is zero and singles out no direction.

The theorem states the existence of one φ with four properties: unit norm, orthogonality to ψ, the decomposition, and the variance bound. In the proof, `hd` identifies σ with the length of the deviation vector, and `hφ`, `horth` and `hdec` establish the first three properties in that order. The last two lines apply `variance_partner` and drop the non-negative square.

```lean
/-- **Aharonov-Vaidman decomposition.** For symmetric `A` and a unit state `ψ` with `σ > 0`
there is a unit state `φ` orthogonal to `ψ` with `A ψ = ⟨A⟩ ψ + σ φ`, and the variance of `A`
in `φ` is at least `σ²`. -/
theorem aharonov_vaidman (hA : A.IsSymmetric) (hψ : ‖ψ‖ = 1) (hσ : 0 < stdDev A ψ) :
    ∃ φ : E, ‖φ‖ = 1 ∧ inner ℂ ψ φ = 0 ∧
      A ψ = (mean A ψ : ℂ) • ψ + (stdDev A ψ : ℂ) • φ ∧
      stdDev A ψ ^ 2 ≤ variance A φ := by
  have h1 : inner ℂ ψ ψ = (1 : ℂ) := by rw [inner_self_norm, hψ]; norm_num
  have hd : stdDev A ψ = ‖A ψ - (mean A ψ : ℂ) • ψ‖ := by
    rw [stdDev, variance_eq_norm_sq hA hψ, Real.sqrt_sq (norm_nonneg _)]
  have hne : (stdDev A ψ : ℂ) ≠ 0 := Complex.ofReal_ne_zero.mpr hσ.ne'
  -- `φ` is the normalised deviation vector
  obtain ⟨φ, hφdef⟩ : ∃ φ : E,
      φ = (stdDev A ψ : ℂ)⁻¹ • (A ψ - (mean A ψ : ℂ) • ψ) := ⟨_, rfl⟩
  have hφ : ‖φ‖ = 1 := by
    rw [hφdef, norm_smul, norm_inv, Complex.norm_real, Real.norm_of_nonneg hσ.le, ← hd,
      inv_mul_cancel₀ hσ.ne']
  have horth : inner ℂ ψ φ = 0 := by
    rw [hφdef, inner_smul_right, inner_sub_right, inner_smul_right, inner_apply_self hA, h1,
      mul_one, sub_self, mul_zero]
  have hdec : A ψ = (mean A ψ : ℂ) • ψ + (stdDev A ψ : ℂ) • φ := by
    rw [hφdef, smul_smul, mul_inv_cancel₀ hne, one_smul]
    abel
  refine ⟨φ, hφ, horth, hdec, ?_⟩
  rw [variance_partner hA hψ hφ horth hdec, hd, ← variance_eq_norm_sq hA hψ]
  exact le_add_of_nonneg_right (sq_nonneg _)
```

## When the two variances agree

The excess of Var_φ over Var_ψ is a squared length, so it vanishes exactly when the vector inside it does:

Var_φ = Var_ψ if and only if Aφ = ⟨A⟩_φ φ + s*ψ.

In that case A maps both ψ and φ into the plane they span, and the plane is invariant under A. The theorem is stated for any orthonormal pair with Aψ = aψ + sφ, including s = 0. Its proof rewrites with the identity and then turns the vanishing of the norm into an equation between vectors.

```lean
/-- If `A` is symmetric, `ψ` and `φ` are orthonormal and `A ψ = a ψ + s φ`, the two variances
agree exactly when `A φ = ⟨A⟩ φ + s* ψ`, with the expectation value taken in `φ`. -/
theorem variance_eq_iff (hA : A.IsSymmetric) (hψ : ‖ψ‖ = 1) (hφ : ‖φ‖ = 1)
    (horth : inner ℂ ψ φ = 0) {a s : ℂ} (hdec : A ψ = a • ψ + s • φ) :
    variance A φ = variance A ψ ↔ A φ = (mean A φ : ℂ) • φ + conj s • ψ := by
  rw [variance_partner hA hψ hφ horth hdec, add_eq_left, sq_eq_zero_iff, norm_eq_zero,
    sub_sub, sub_eq_zero]
```

## Two-level systems

In a two-dimensional state space there is no room for a part of Aφ outside the plane. Any orthonormal ψ and φ form a basis, so there are complex numbers a, s, t and b with

Aψ = aψ + sφ,
Aφ = tψ + bφ.

The first line gives Var_φ ≥ Var_ψ. The second line, with the roles of the states exchanged, gives Var_ψ ≥ Var_φ. The variances are therefore equal. For a single spin-½, with only its spin degree of freedom retained, a spin component fluctuates equally in both states of any orthonormal basis. No condition on σ is needed, since the partner is given and does not have to be constructed.

The dimension enters as `Module.finrank ℂ E = 2`. Most of the proof shows that the pair spans the space: overlaps with ψ and φ give linear independence (`hli`), and two independent vectors span a two-dimensional space (`hspan`). The identity is then used once in each direction, and `le_antisymm` combines the two inequalities.

```lean
/-- In a two-level system a symmetric operator has the same variance in any two orthonormal
states. -/
theorem variance_eq_of_two_level (hdim : Module.finrank ℂ E = 2) (hA : A.IsSymmetric)
    (hψ : ‖ψ‖ = 1) (hφ : ‖φ‖ = 1) (horth : inner ℂ ψ φ = 0) :
    variance A ψ = variance A φ := by
  have h1 : inner ℂ ψ ψ = (1 : ℂ) := by rw [inner_self_norm, hψ]; norm_num
  have h2 : inner ℂ φ φ = (1 : ℂ) := by rw [inner_self_norm, hφ]; norm_num
  have horth' : inner ℂ φ ψ = 0 := inner_eq_zero_symm.mp horth
  have hli : LinearIndependent ℂ ![ψ, φ] := by
    rw [LinearIndependent.pair_iff]
    intro x y h
    have e1 := congrArg (inner ℂ ψ) h
    have e2 := congrArg (inner ℂ φ) h
    simp only [inner_add_right, inner_smul_right, h1, h2, horth, horth', mul_one, mul_zero,
      add_zero, zero_add, inner_zero_right] at e1 e2
    exact ⟨e1, e2⟩
  -- the two states span the space
  have hspan : ∀ v : E, ∃ x y : ℂ, x • ψ + y • φ = v := by
    intro v
    have hv : v ∈ Submodule.span ℂ (Set.range ![ψ, φ]) := by
      rw [hli.span_eq_top_of_card_eq_finrank (by simp [hdim])]
      exact Submodule.mem_top
    rw [Matrix.range_cons, Matrix.range_cons, Matrix.range_empty, Set.union_empty,
      Set.singleton_union] at hv
    exact Submodule.mem_span_pair.mp hv
  obtain ⟨a, s, h⟩ := hspan (A ψ)
  obtain ⟨t, b, h'⟩ := hspan (A φ)
  -- each state is the partner of the other, so the inequality holds both ways
  have k := variance_partner hA hψ hφ horth h.symm
  have k' := variance_partner hA hφ hψ horth' (h'.symm.trans (add_comm _ _))
  apply le_antisymm
  · rw [k]
    exact le_add_of_nonneg_right (sq_nonneg _)
  · rw [k']
    exact le_add_of_nonneg_right (sq_nonneg _)

end

end AharonovVaidman
```

```lean
#print axioms AharonovVaidman.aharonov_vaidman
-- 'AharonovVaidman.aharonov_vaidman' depends on axioms: [propext, Classical.choice, Quot.sound]
#print axioms AharonovVaidman.variance_eq_iff
-- 'AharonovVaidman.variance_eq_iff' depends on axioms: [propext, Classical.choice, Quot.sound]
#print axioms AharonovVaidman.variance_eq_of_two_level
-- 'AharonovVaidman.variance_eq_of_two_level' depends on axioms: [propext, Classical.choice, Quot.sound]
```
